# If ‖PQx‖ ≤ c‖x‖ for all x, the nonzero eigenvalues of the sum of orthogonal projectors P and Q lie in [1 − c, 1 + c]

A pair of subspaces is represented here by its two orthogonal projectors, and a projector is a linear map with two algebraic properties, symmetry and idempotence. The maps act on a complex inner product space \(E\), which need be neither finite-dimensional nor complete. The closeness of the subspaces enters through a real number \(c\) with

\[
\|PQx\|\le c\,\|x\|\qquad\text{for all }x\in E .
\]

Physically, \(c\) is an upper bound on the overlap modulus between a normalised state in the range of \(P\) and one in the range of \(Q\). It is a hypothesis about the pair, not something derived.

Another model would take \(P\) and \(Q\) as bounded operators equal to their adjoints, with the operator-norm condition \(\|PQ\|\le c\). Mathlib's adjoint of a bounded operator requires a complete space, so that version would lose some generality. In return \(c\ge 0\) would be automatic, and a case distinction below would disappear.

```lean
import Mathlib

open Matrix
open scoped InnerProductSpace ComplexOrder

namespace ProjectorPairs

variable {E : Type*} [NormedAddCommGroup E] [InnerProductSpace ℂ E]
```

The inner product \(\langle x,y\rangle\), written `⟪x, y⟫_ℂ`, is conjugate-linear in its first argument. A projector satisfies \(\langle Px,y\rangle=\langle x,Py\rangle\) and \(P(Px)=Px\), which are the two fields of the following structure.

```lean
/-- An orthogonal projector: a symmetric and idempotent linear operator. -/
structure IsOrthoProj (P : E →ₗ[ℂ] E) : Prop where
  symm : P.IsSymmetric
  idem : ∀ x, P (P x) = P x
```

## Projected weights and overlaps

For a normalised state, the expectation value of a projector is the weight of the state in its range. For any vector \(x\), normalised or not,

\[
\langle Px,x\rangle=\langle P(Px),x\rangle=\langle Px,Px\rangle=\|Px\|^2 .
\]

The proof uses idempotence and symmetry in just this way.

```lean
/-- For an orthogonal projector `P` and any vector `x`, the real part of `⟨Px, x⟩` is `‖Px‖²`. -/
theorem re_inner_apply {P : E →ₗ[ℂ] E} (hP : IsOrthoProj P) (x : E) :
    (⟪P x, x⟫_ℂ).re = ‖P x‖ ^ 2 := by
  have h : ⟪P x, x⟫_ℂ = ⟪P x, P x⟫_ℂ := by
    rw [← hP.symm (P x) x, hP.idem]
  rw [h]
  exact inner_self_eq_norm_sq (𝕜 := ℂ) _
```

Next comes the overlap of a vector in one range with a vector in the other. Since \(P\) and \(Q\) are idempotent and \(P\) is symmetric,

\[
\langle Px,Qy\rangle=\langle P(Px),Qy\rangle=\langle Px,PQy\rangle=\langle Px,PQ(Qy)\rangle .
\]

Cauchy–Schwarz, followed by the hypothesis applied to the vector \(Qy\), gives

\[
|\langle Px,Qy\rangle|\le\|Px\|\,\|PQ(Qy)\|\le c\,\|Px\|\,\|Qy\| .
\]

The extra \(Q\) is what puts \(\|Qy\|\) on the right and not the larger \(\|y\|\). In the code, `e` is the chain of equalities and the `calc` block is the chain of inequalities.

```lean
/-- If `‖PQx‖ ≤ c‖x‖` for all `x`, the overlap of a vector in the range of the orthogonal
projector `P` with one in the range of the orthogonal projector `Q` is at most `c` times
the product of their lengths. -/
theorem overlap_le {P Q : E →ₗ[ℂ] E} (hP : IsOrthoProj P) (hQ : IsOrthoProj Q) {c : ℝ}
    (h : ∀ x, ‖P (Q x)‖ ≤ c * ‖x‖) (x y : E) :
    ‖⟪P x, Q y⟫_ℂ‖ ≤ c * ‖P x‖ * ‖Q y‖ := by
  have e : ⟪P x, Q y⟫_ℂ = ⟪P x, P (Q (Q y))⟫_ℂ := by
    rw [hQ.idem, ← hP.symm (P x) (Q y), hP.idem]
  rw [e]
  calc ‖⟪P x, P (Q (Q y))⟫_ℂ‖ ≤ ‖P x‖ * ‖P (Q (Q y))‖ := norm_inner_le_norm _ _
    _ ≤ ‖P x‖ * (c * ‖Q y‖) := mul_le_mul_of_nonneg_left (h (Q y)) (norm_nonneg _)
    _ = c * ‖P x‖ * ‖Q y‖ := by ring
```

Now set \(y=x\). For \(c\ge0\), the inequality \(c(\|Px\|-\|Qx\|)^2\ge0\) turns the product of lengths into a sum of squares:

\[
|2\,\mathrm{Re}\langle Px,Qx\rangle|\le 2c\,\|Px\|\,\|Qx\|\le c\left(\|Px\|^2+\|Qx\|^2\right).
\]

A negative \(c\) would require \(0\le\|PQx\|\le c\|x\|\), hence \(x=0\) for every \(x\). The space is then zero and both sides vanish. The fact `h3` covers both cases, and the last `nlinarith` combines it with the overlap bound.

```lean
/-- For orthogonal projectors with `‖PQx‖ ≤ c‖x‖` for all `x`, the interference term `2 Re⟨Px, Qx⟩`
is at most `c(‖Px‖² + ‖Qx‖²)` in absolute value. -/
theorem abs_cross_le {P Q : E →ₗ[ℂ] E} (hP : IsOrthoProj P) (hQ : IsOrthoProj Q) {c : ℝ}
    (h : ∀ x, ‖P (Q x)‖ ≤ c * ‖x‖) (x : E) :
    |2 * (⟪P x, Q x⟫_ℂ).re| ≤ c * (‖P x‖ ^ 2 + ‖Q x‖ ^ 2) := by
  have h1 := overlap_le hP hQ h x x
  have h2 := Complex.abs_re_le_norm (⟪P x, Q x⟫_ℂ)
  have h3 : 0 ≤ c * (‖P x‖ - ‖Q x‖) ^ 2 := by
    rcases le_or_gt 0 c with hc | hc
    · exact mul_nonneg hc (sq_nonneg _)
    · -- a negative `c` is possible only on the zero space
      have hz : ∀ z : E, ‖z‖ = 0 := fun z => by
        have hz1 := (norm_nonneg _).trans (h z)
        exact le_antisymm (by nlinarith) (norm_nonneg _)
      simp [hz]
  rw [abs_mul, abs_two]
  nlinarith
```

## Two positive operators

Symmetry moves the outer projector to the other side of the inner product:

\[
\langle PQx,x\rangle=\langle Qx,Px\rangle,\qquad \langle QPx,x\rangle=\langle Px,Qx\rangle .
\]

The two numbers are complex conjugates, so each has real part \(\mathrm{Re}\langle Px,Qx\rangle\); these are `r1` and `r2`. Therefore

\[
\big\langle\big(c(P+Q)\pm(PQ+QP)\big)x,x\big\rangle
=c\left(\|Px\|^2+\|Qx\|^2\right)\pm2\,\mathrm{Re}\langle Px,Qx\rangle\ge0 .
\]

In Lean, `*` between linear maps is composition, and `IsPositive` means that the map is symmetric and that \(\mathrm{Re}\langle Tx,x\rangle\ge0\) for all \(x\). Each operator thus leaves two goals. Symmetry holds because \(c\) is real and because exchanging the sides of the inner product exchanges \(PQ\) with \(QP\). Nonnegativity is one half of the absolute-value bound just proved.

```lean
/-- For orthogonal projectors with `‖PQx‖ ≤ c‖x‖` for all `x`, both
`PQ + QP + c(P + Q)` and `c(P + Q) - PQ - QP` are positive operators. -/
theorem cross_positive {P Q : E →ₗ[ℂ] E} (hP : IsOrthoProj P) (hQ : IsOrthoProj Q) {c : ℝ}
    (h : ∀ x, ‖P (Q x)‖ ≤ c * ‖x‖) :
    (P * Q + Q * P + (c : ℂ) • (P + Q)).IsPositive ∧
      ((c : ℂ) • (P + Q) - P * Q - Q * P).IsPositive := by
  have sP : ∀ x y, ⟪P x, y⟫_ℂ = ⟪x, P y⟫_ℂ := hP.symm
  have sQ : ∀ x y, ⟪Q x, y⟫_ℂ = ⟪x, Q y⟫_ℂ := hQ.symm
  have r1 : ∀ x, (⟪P (Q x), x⟫_ℂ).re = (⟪P x, Q x⟫_ℂ).re := fun x => by
    rw [sP (Q x) x]
    exact inner_re_symm (𝕜 := ℂ) _ _
  have r2 : ∀ x, (⟪Q (P x), x⟫_ℂ).re = (⟪P x, Q x⟫_ℂ).re := fun x => by
    rw [sQ (P x) x]
  refine ⟨⟨fun x y => ?_, fun x => ?_⟩, ⟨fun x y => ?_, fun x => ?_⟩⟩
  · simp only [LinearMap.add_apply, LinearMap.smul_apply, Module.End.mul_apply,
      inner_add_left, inner_add_right, inner_smul_left, inner_smul_right,
      Complex.conj_ofReal, sP, sQ]
    ring
  · change 0 ≤ (⟪P (Q x) + Q (P x) + (c : ℂ) • (P x + Q x), x⟫_ℂ).re
    simp only [inner_add_left, inner_smul_left, Complex.conj_ofReal, Complex.add_re,
      Complex.re_ofReal_mul, r1, r2, re_inner_apply hP, re_inner_apply hQ]
    linarith [(abs_le.mp (abs_cross_le hP hQ h x)).1]
  · simp only [LinearMap.add_apply, LinearMap.sub_apply, LinearMap.smul_apply,
      Module.End.mul_apply, inner_add_left, inner_add_right, inner_sub_left,
      inner_sub_right, inner_smul_left, inner_smul_right, Complex.conj_ofReal, sP, sQ]
    ring
  · change 0 ≤ (⟪(c : ℂ) • (P x + Q x) - P (Q x) - Q (P x), x⟫_ℂ).re
    simp only [inner_add_left, inner_sub_left, inner_smul_left, Complex.conj_ofReal,
      Complex.add_re, Complex.sub_re, Complex.re_ofReal_mul, r1, r2,
      re_inner_apply hP, re_inner_apply hQ]
    linarith [(abs_le.mp (abs_cross_le hP hQ h x)).2]
```

## The eigenvalue interval

Let \((P+Q)v=\mu v\) with \(v\ne0\) and \(\mu\ne0\). Since \(P+Q\) is symmetric, \(\mu=r\) is real. Taking the inner product of \((P+Q)v\) with \(v\), and then the squared norm of \((P+Q)v\), gives

\[
r\|v\|^2=\|Pv\|^2+\|Qv\|^2,
\]
\[
r^2\|v\|^2=\|Pv+Qv\|^2=r\|v\|^2+2\,\mathrm{Re}\langle Pv,Qv\rangle .
\]

The first line shows \(r\ge0\), so \(r>0\). The bound on the interference term then yields

\[
|r^2-r|\,\|v\|^2\le c\,r\,\|v\|^2,
\]

and division by \(r\|v\|^2>0\) leaves \(|r-1|\le c\).

The facts `e1` and `e2` are the two displayed identities, `hb` is the interference bound, and `le_of_mul_le_mul_left` performs the division. The conclusion says that \(\mu\) equals some real `r` in the closed interval `Set.Icc (1 - c) (1 + c)`. The eigenvalue zero is excluded because any nonzero vector orthogonal to both ranges has it. For \(c\ge1\) the lower end adds nothing to \(r>0\). In infinite dimension the theorem concerns eigenvalues, not the rest of the spectrum.

```lean
/-- For orthogonal projectors with `‖PQx‖ ≤ c‖x‖` for all `x`, every nonzero eigenvalue
of `P + Q` is real and lies in `[1 - c, 1 + c]`. -/
theorem eigenvalue_mem_Icc {P Q : E →ₗ[ℂ] E} (hP : IsOrthoProj P) (hQ : IsOrthoProj Q)
    {c : ℝ} (h : ∀ x, ‖P (Q x)‖ ≤ c * ‖x‖) {μ : ℂ}
    (hμ : Module.End.HasEigenvalue (P + Q) μ) (h0 : μ ≠ 0) :
    ∃ r : ℝ, μ = r ∧ r ∈ Set.Icc (1 - c) (1 + c) := by
  obtain ⟨r, rfl⟩ := Complex.conj_eq_iff_real.mp
    ((hP.symm.add hQ.symm).conj_eigenvalue_eq_self hμ)
  obtain ⟨v, hv⟩ := hμ.exists_hasEigenvector
  have hv' : P v + Q v = (r : ℂ) • v := hv.apply_eq_smul
  have hN : 0 < ‖v‖ ^ 2 := pow_pos (norm_pos_iff.mpr hv.2) 2
  -- the inner product of `(P + Q) v` with `v`
  have e1 : ‖P v‖ ^ 2 + ‖Q v‖ ^ 2 = r * ‖v‖ ^ 2 := by
    have hs : (⟪v, v⟫_ℂ).re = ‖v‖ ^ 2 := inner_self_eq_norm_sq (𝕜 := ℂ) v
    rw [← re_inner_apply hP, ← re_inner_apply hQ, ← Complex.add_re, ← inner_add_left,
      hv', inner_smul_left, Complex.conj_ofReal, Complex.re_ofReal_mul, hs]
  -- the squared norm of `(P + Q) v`
  have e2 : ‖P v + Q v‖ ^ 2 = ‖P v‖ ^ 2 + 2 * (⟪P v, Q v⟫_ℂ).re + ‖Q v‖ ^ 2 :=
    norm_add_sq (𝕜 := ℂ) _ _
  rw [hv', norm_smul, Complex.norm_real, mul_pow, Real.norm_eq_abs, sq_abs] at e2
  have hb := abs_le.mp (abs_cross_le hP hQ h v)
  rw [e1] at hb
  have hr0 : r ≠ 0 := fun hr => h0 (by rw [hr, Complex.ofReal_zero])
  have hrN : 0 < r * ‖v‖ ^ 2 :=
    lt_of_le_of_ne (by rw [← e1]; positivity) (mul_ne_zero hr0 hN.ne').symm
  refine ⟨r, rfl, ?_, ?_⟩
  · exact le_of_mul_le_mul_left (by linarith [hb.1] :
      r * ‖v‖ ^ 2 * (1 - c) ≤ r * ‖v‖ ^ 2 * r) hrN
  · exact le_of_mul_le_mul_left (by linarith [hb.2] :
      r * ‖v‖ ^ 2 * r ≤ r * ‖v‖ ^ 2 * (1 + c)) hrN
```

## When both ends occur

Suppose \(Pu=u\ne0\) and \(PQu=c^2u\) with \(0<c<1\). For \(e=c\) or \(e=-c\), put \(w=eu+Qu\). Then

\[
Pw=eu+e^2u,\qquad Qw=(e+1)Qu,
\]
\[
(P+Q)w=(1+e)(eu+Qu)=(1+e)w .
\]

The vector \(w\) is nonzero. If it vanished, applying \(Q\) would give \((e+1)Qu=0\), hence \(Qu=0\), then \(eu=0\) and \(u=0\). So \(1+c\) and \(1-c\) are both eigenvalues.

The local statement `key` treats both signs at once. This theorem does not assume the norm bound, and it needs only linearity of \(P\). When the norm bound holds with the same \(c\), the interval is attained at both ends.

```lean
/-- Let `Q` be an orthogonal projector and `P` a linear operator. If `Pu = u ≠ 0` and
`PQu = c²u` with `0 < c < 1`, then `1 + c` and `1 - c` are both eigenvalues of `P + Q`. -/
theorem endpoints_attained {P Q : E →ₗ[ℂ] E} (hQ : IsOrthoProj Q) {c : ℝ} (hc : 0 < c)
    (hc1 : c < 1) {u : E} (hu0 : u ≠ 0) (hu : P u = u) (h : P (Q u) = (c : ℂ) ^ 2 • u) :
    Module.End.HasEigenvalue (P + Q) (1 + (c : ℂ)) ∧
      Module.End.HasEigenvalue (P + Q) (1 - (c : ℂ)) := by
  -- the eigenvector is `e u + Q u` with `e = c` or `e = -c`
  have key : ∀ e : ℂ, e ≠ 0 → e + 1 ≠ 0 → P (Q u) = e ^ 2 • u →
      Module.End.HasEigenvalue (P + Q) (1 + e) := by
    intro e he he1 hPQ
    refine Module.End.hasEigenvalue_of_hasEigenvector (x := e • u + Q u)
      ⟨Module.End.mem_eigenspace_iff.mpr ?_, fun hz => ?_⟩
    · simp only [LinearMap.add_apply, map_add, map_smul, hu, hPQ, hQ.idem]
      module
    · have h1 : (e + 1) • Q u = 0 := by
        have h2 := congrArg Q hz
        simp only [map_add, map_smul, hQ.idem, map_zero] at h2
        rw [add_smul, one_smul]
        exact h2
      rw [(smul_eq_zero.mp h1).resolve_left he1, add_zero] at hz
      exact hu0 ((smul_eq_zero.mp hz).resolve_left he)
  have hc0 : (c : ℂ) ≠ 0 := Complex.ofReal_ne_zero.mpr hc.ne'
  refine ⟨key c hc0 (fun hz => ?_) h, ?_⟩
  · have : c + 1 = 0 := by exact_mod_cast hz
    linarith
  · rw [sub_eq_add_neg]
    refine key (-c) (neg_ne_zero.mpr hc0) (fun hz => ?_) (by rw [neg_sq]; exact h)
    have : -c + 1 = 0 := by exact_mod_cast hz
    linarith
```

## Hermitian matrices

For matrices, the projector conditions become `P.IsHermitian` and `P * P = P`, and likewise for \(Q\). The index type `n` is any finite type. Mathlib gives plain functions `n → ℂ` the supremum norm, so the hypothesis wraps both vectors in `WithLp.toLp 2` to obtain the Euclidean norm of quantum mechanics.

The map `toEuclideanLin` turns a matrix into an operator on Euclidean space. It sends products to compositions (`hmul`) and Hermitian idempotent matrices to orthogonal projectors (`proj`). The operator theorem then gives positive semidefiniteness of both matrices. The eigenvalue bound is stated for operators, and it applies to the matrices through the same map.

```lean
/-- For Hermitian idempotent matrices with `‖PQx‖ ≤ c‖x‖` in the Euclidean norm for all
`x`, both `PQ + QP + c(P + Q)` and `c(P + Q) - PQ - QP` are positive semidefinite. -/
theorem matrix_cross_posSemidef {n : Type*} [Fintype n] [DecidableEq n]
    {P Q : Matrix n n ℂ} (hP : P.IsHermitian) (hP2 : P * P = P) (hQ : Q.IsHermitian)
    (hQ2 : Q * Q = Q) {c : ℝ}
    (h : ∀ x : n → ℂ, ‖WithLp.toLp 2 ((P * Q) *ᵥ x)‖ ≤ c * ‖WithLp.toLp 2 x‖) :
    (P * Q + Q * P + (c : ℂ) • (P + Q)).PosSemidef ∧
      ((c : ℂ) • (P + Q) - P * Q - Q * P).PosSemidef := by
  have hmul : ∀ A B : Matrix n n ℂ,
      toEuclideanLin (A * B) = toEuclideanLin A * toEuclideanLin B := fun A B =>
    LinearMap.ext fun x => congrArg (WithLp.toLp 2) (mulVec_mulVec x.ofLp A B).symm
  have proj : ∀ A : Matrix n n ℂ, A.IsHermitian → A * A = A →
      IsOrthoProj (toEuclideanLin A) := fun A hA hA2 =>
    ⟨isSymmetric_toEuclideanLin_iff.mpr hA, fun x => by
      rw [← Module.End.mul_apply, ← hmul, hA2]⟩
  obtain ⟨h1, h2⟩ := cross_positive (proj P hP hP2) (proj Q hQ hQ2) (c := c) (fun x => by
    have hx := h x.ofLp
    rw [← mulVec_mulVec] at hx
    exact hx)
  constructor
  · rw [← isPositive_toEuclideanLin_iff]
    simpa only [map_add, map_smul, hmul] using h1
  · rw [← isPositive_toEuclideanLin_iff]
    simpa only [map_add, map_sub, map_smul, hmul] using h2
```

## Two normalised states

The simplest pair comes from two state vectors. The operator \(|u\rangle\langle u|\) sends \(x\) to \(\langle u,x\rangle u\).

```lean
/-- The operator `|u⟩⟨u|`, which sends `x` to `⟨u, x⟩ u`. -/
noncomputable def lineProj (u : E) : E →ₗ[ℂ] E where
  toFun x := ⟪u, x⟫_ℂ • u
  map_add' x y := by rw [inner_add_right, add_smul]
  map_smul' a x := by rw [inner_smul_right, mul_smul, RingHom.id_apply]
```

If \(\|u\|=1\), then \(\langle u,u\rangle=1\) makes this operator idempotent, and conjugate symmetry of the inner product makes it symmetric. For a second unit vector \(v\),

\[
\big\||u\rangle\langle u|v\rangle\langle v|x\rangle\big\|
=|\langle u,v\rangle|\,|\langle v,x\rangle|
\le|\langle u,v\rangle|\,\|x\| ,
\]

so the constant can be taken as \(c=|\langle u,v\rangle|\).

```lean
/-- For unit vectors `u` and `v`, the operators `|u⟩⟨u|` and `|v⟩⟨v|` are orthogonal
projectors, and their product is bounded by the modulus of the overlap `⟨u, v⟩`. -/
theorem lineProj_pair {u v : E} (hu : ‖u‖ = 1) (hv : ‖v‖ = 1) :
    IsOrthoProj (lineProj u) ∧ IsOrthoProj (lineProj v) ∧
      ∀ x, ‖lineProj u (lineProj v x)‖ ≤ ‖⟪u, v⟫_ℂ‖ * ‖x‖ := by
  have proj : ∀ w : E, ‖w‖ = 1 → IsOrthoProj (lineProj w) := fun w hw =>
    ⟨fun x y => by
      change ⟪⟪w, x⟫_ℂ • w, y⟫_ℂ = ⟪x, ⟪w, y⟫_ℂ • w⟫_ℂ
      rw [inner_smul_left, inner_smul_right, inner_conj_symm, mul_comm],
    fun x => by
      change ⟪w, ⟪w, x⟫_ℂ • w⟫_ℂ • w = ⟪w, x⟫_ℂ • w
      rw [inner_smul_right, inner_self_eq_norm_sq_to_K, hw]
      simp⟩
  refine ⟨proj u hu, proj v hv, fun x => ?_⟩
  change ‖⟪u, ⟪v, x⟫_ℂ • v⟫_ℂ • u‖ ≤ _
  rw [inner_smul_right, norm_smul, norm_mul, hu, mul_one, mul_comm]
  have hx := norm_inner_le_norm (𝕜 := ℂ) v x
  rw [hv, one_mul] at hx
  exact mul_le_mul_of_nonneg_left hx (norm_nonneg _)
```

This is the familiar two-orbital picture: for two normalised one-electron orbitals whose overlap has modulus \(s\) with \(0<s<1\), the nonzero eigenvalues of the sum of their projectors are \(1\pm s\), and these are also the eigenvalues of their \(2\times2\) overlap matrix. A small \(1-s\) signals a nearly linearly dependent basis.

For a concrete pair in \(\mathbb C^2\), take \(u=(1,0)\) and \(v=(3/5,4/5)\). Both have unit length, since \(9/25+16/25=1\), and their overlap is \(3/5\). The bound therefore holds with \(c=3/5\), and the interval is \([2/5,8/5]\).

```lean
/-- The operators `|u⟩⟨u|` and `|v⟩⟨v|` for `u = (1, 0)` and `v = (3/5, 4/5)` in `ℂ²`, called `P`
and `Q`, are orthogonal projectors with `‖PQx‖ ≤ (3/5)‖x‖` for all `x`. -/
theorem projector_pair_witness :
    IsOrthoProj (lineProj !₂[(1 : ℂ), 0]) ∧ IsOrthoProj (lineProj !₂[(3 / 5 : ℂ), 4 / 5]) ∧
      ∀ x, ‖lineProj !₂[(1 : ℂ), 0] (lineProj !₂[(3 / 5 : ℂ), 4 / 5] x)‖
        ≤ 3 / 5 * ‖x‖ := by
  have hu : ‖!₂[(1 : ℂ), 0]‖ = 1 := by
    simp [EuclideanSpace.norm_eq, Fin.sum_univ_two]
  have hv : ‖!₂[(3 / 5 : ℂ), 4 / 5]‖ = 1 := by
    rw [EuclideanSpace.norm_eq, Real.sqrt_eq_one]
    simp [Fin.sum_univ_two]
    norm_num
  have ho : ‖⟪!₂[(1 : ℂ), 0], !₂[(3 / 5 : ℂ), 4 / 5]⟫_ℂ‖ = 3 / 5 := by
    simp [PiLp.inner_apply, Fin.sum_univ_two]
  have hpair := lineProj_pair hu hv
  rw [ho] at hpair
  exact hpair

end ProjectorPairs
```

```lean
#print axioms ProjectorPairs.eigenvalue_mem_Icc
#print axioms ProjectorPairs.endpoints_attained
#print axioms ProjectorPairs.matrix_cross_posSemidef
```

```
'ProjectorPairs.eigenvalue_mem_Icc' depends on axioms: [propext, Classical.choice, Quot.sound]
'ProjectorPairs.endpoints_attained' depends on axioms: [propext, Classical.choice, Quot.sound]
'ProjectorPairs.matrix_cross_posSemidef' depends on axioms: [propext, Classical.choice, Quot.sound]
```
